# Relaxation energy of a harmonic lattice from its Huang–Rhys factors

When a defect absorbs a photon, its electronic state changes while the nuclei are still at the old geometry. They now feel a force, and the lattice relaxes to a new minimum. How much energy is released, and how is it shared among the phonon modes?

```lean
import Mathlib

open Matrix

namespace HuangRhysRelaxation

noncomputable section

variable {n : Type*} [Fintype n] [DecidableEq n]
```

The finite type `n` labels the nuclear coordinates. Let $H$ be the real symmetric mass-weighted force-constant matrix, with
$$Hu_k=\omega_k^2u_k,\qquad u_i\cdot u_j=\delta_{ij},\qquad \omega_k>0.$$
There are as many modes as coordinates, so the set is complete. These conditions make $H$ positive definite; conversely, the spectral theorem supplies such modes for any positive definite $H$, but here they are given as data. Positive frequencies mean that free translations have been removed; for a periodic supercell, the coordinates then refer to an orthonormal basis of the mass-weighted displacements orthogonal to the translations.

```lean
/-- The vectors `u k` are orthonormal vibrational modes, with positive frequencies `ω k`, of the
symmetric mass-weighted force-constant matrix `H`. -/
structure NormalModes (H : Matrix n n ℝ) (u : n → n → ℝ) (ω : n → ℝ) : Prop where
  symm : H.IsSymm
  orthonormal : ∀ i j, u i ⬝ᵥ u j = if i = j then 1 else 0
  eigen : ∀ k, H *ᵥ u k = ω k ^ 2 • u k
  pos : ∀ k, 0 < ω k
```

The old geometry is taken to be the minimum of the energy surface before the transition. Let $q$ be the mass-weighted displacement from it (each Cartesian component multiplied by the square root of its mass), and $F$ the mass-weighted force at the old geometry (each Cartesian component divided by the square root of its mass). The energy surface after the transition is
$$V(q)=\tfrac12\,q\cdot Hq-F\cdot q .$$
Its zero is the energy at $q=0$, where $-\nabla V=F$. The model has linear coupling only: the transition shifts the minimum but leaves modes and frequencies unchanged, and there is no anharmonicity.

```lean
/-- The harmonic energy surface after a transition that switches on the mass-weighted force `F`, as
a function of the mass-weighted displacement `q` from the old geometry. -/
def excitedSurface (H : Matrix n n ℝ) (F q : n → ℝ) : ℝ :=
  1 / 2 * (q ⬝ᵥ H *ᵥ q) - F ⬝ᵥ q
```

The relaxation energy is $E_{\rm rel}=V(0)-\inf_q V(q)$, a definition that mentions neither modes nor $H^{-1}$.

```lean
/-- The relaxation energy: the energy at the old geometry minus the infimum of the surface. -/
def relaxationEnergy (H : Matrix n n ℝ) (F : n → ℝ) : ℝ :=
  excitedSurface H F 0 - ⨅ q, excitedSurface H F q
```

With $f_k=u_k\cdot F$, the partial Huang–Rhys factor is
$$S_k=\frac{f_k^2}{2\hbar\omega_k^3}.$$
In this model, for a vertical transition that starts in the vibrational ground state, $S_k$ is the mean number of phonons created in mode $k$; this interpretation is not proved here. In Lean `hbar` is a real parameter, assumed positive where needed, so no system of units is fixed.

```lean
/-- The partial Huang–Rhys factor of mode `k` for the mass-weighted force `F`. -/
def huangRhys (hbar : ℝ) (ω : n → ℝ) (u : n → n → ℝ) (F : n → ℝ) (k : n) : ℝ :=
  (u k ⬝ᵥ F) ^ 2 / (2 * hbar * ω k ^ 3)
```

Let $U$ have the modes as rows. Orthonormality says $UU^{T}=1$; since $U$ is square, $U^{T}U=1$ too, and hence
$$x\cdot y=x\cdot U^{T}Uy=(Ux)\cdot(Uy)=\sum_k(u_k\cdot x)(u_k\cdot y).$$

```lean
variable {H : Matrix n n ℝ} {u : n → n → ℝ} {ω : n → ℝ} {hbar : ℝ}

/-- The scalar product of two displacements is the sum of products of their mode coordinates. -/
theorem NormalModes.parseval (h : NormalModes H u ω) (x y : n → ℝ) :
    x ⬝ᵥ y = ∑ k, (u k ⬝ᵥ x) * (u k ⬝ᵥ y) := by
  -- the matrix whose rows are the modes is orthogonal
  let U : Matrix n n ℝ := Matrix.of u
  have hU : U * Uᵀ = 1 := by
    ext i j
    rw [Matrix.one_apply]
    exact h.orthonormal i j
  have hU' : Uᵀ * U = 1 := mul_eq_one_comm.mp hU
  calc x ⬝ᵥ y = x ⬝ᵥ ((Uᵀ * U) *ᵥ y) := by rw [hU', Matrix.one_mulVec]
    _ = (U *ᵥ x) ⬝ᵥ (U *ᵥ y) := by
      rw [← Matrix.mulVec_mulVec, Matrix.dotProduct_mulVec, Matrix.vecMul_transpose]
    _ = ∑ k, (u k ⬝ᵥ x) * (u k ⬝ᵥ y) := rfl
```

If $x$ and $y$ have equal mode coordinates, this identity gives $|x-y|^2=\sum_k(u_k\cdot x-u_k\cdot y)^2=0$, so $x=y$.

```lean
/-- Two displacements with the same mode coordinates are equal. -/
theorem NormalModes.eq_of_modes (h : NormalModes H u ω) {x y : n → ℝ}
    (hxy : ∀ k, u k ⬝ᵥ x = u k ⬝ᵥ y) : x = y := by
  have e : (x - y) ⬝ᵥ (x - y) = 0 := by
    rw [h.parseval]
    exact Finset.sum_eq_zero fun k _ => by
      rw [dotProduct_sub, hxy k, sub_self, mul_zero]
  exact sub_eq_zero.mp (dotProduct_self_eq_zero.mp e)
```

Symmetry moves $H$ onto the mode:
$$u_k\cdot Hq=(Hu_k)\cdot q=\omega_k^2\,u_k\cdot q .$$

```lean
/-- Along mode `k`, the vector `H q` has the coordinate of `q` multiplied by `ω k ^ 2`. -/
theorem NormalModes.mode_force (h : NormalModes H u ω) (k : n) (q : n → ℝ) :
    u k ⬝ᵥ (H *ᵥ q) = ω k ^ 2 * (u k ⬝ᵥ q) := by
  rw [Matrix.dotProduct_mulVec, ← Matrix.mulVec_transpose, h.symm.eq, h.eigen k,
    smul_dotProduct, smul_eq_mul]
```

If $Hv=0$, then $\omega_k^2\,u_k\cdot v=0$ for every $k$, so $v=0$. Thus $H$ is invertible, which the proof expresses through its determinant. Setting $q^*=H^{-1}F$ in the previous identity gives $f_k=\omega_k^2\,u_k\cdot q^*$, or
$$u_k\cdot q^*=\frac{f_k}{\omega_k^2}.$$

```lean
/-- The displacement `H⁻¹ F` has coordinate `(u k · F) / ω k ^ 2` along mode `k`. -/
theorem NormalModes.equilibrium_mode (h : NormalModes H u ω) (F : n → ℝ) (k : n) :
    u k ⬝ᵥ (H⁻¹ *ᵥ F) = (u k ⬝ᵥ F) / ω k ^ 2 := by
  -- no displacement is force-free, so `H` is invertible
  have hdet : IsUnit H.det := by
    rw [isUnit_iff_ne_zero]
    intro h0
    obtain ⟨v, hv, hHv⟩ := Matrix.exists_mulVec_eq_zero_iff.mpr h0
    refine hv (h.eq_of_modes fun j => ?_)
    have e := h.mode_force j v
    rw [hHv, dotProduct_zero] at e
    rw [dotProduct_zero]
    exact (mul_eq_zero.mp e.symm).resolve_left (pow_ne_zero 2 (h.pos j).ne')
  have e := h.mode_force k (H⁻¹ *ᵥ F)
  rw [Matrix.mulVec_mulVec, Matrix.mul_nonsing_inv _ hdet, Matrix.one_mulVec] at e
  rw [eq_div_iff (pow_ne_zero 2 (h.pos k).ne')]
  linear_combination -e
```

Write $x_k=u_k\cdot q$. The surface separates into modes, and each square can be completed:
$$V(q)=\sum_k\left(\tfrac12\omega_k^2x_k^2-f_kx_k\right)
=\sum_k\tfrac12\omega_k^2\left(x_k-\frac{f_k}{\omega_k^2}\right)^2-\sum_k\frac{f_k^2}{2\omega_k^2}.$$
The last sum is $\sum_k\hbar\omega_kS_k$, because $\hbar\omega_kS_k=f_k^2/(2\omega_k^2)$. In the proof, `field_simp` and `ring` check this algebra for each mode.

```lean
/-- The surface is a sum of independent parabolas centred at `H⁻¹ F`, lowered by the sum of
`hbar ω k` times the Huang–Rhys factors. -/
theorem NormalModes.surface_eq (h : NormalModes H u ω) (hb : 0 < hbar) (F q : n → ℝ) :
    excitedSurface H F q =
      ∑ k, ω k ^ 2 / 2 * (u k ⬝ᵥ q - u k ⬝ᵥ (H⁻¹ *ᵥ F)) ^ 2
        - ∑ k, hbar * ω k * huangRhys hbar ω u F k := by
  unfold excitedSurface
  rw [h.parseval q (H *ᵥ q), h.parseval F q, Finset.mul_sum, ← Finset.sum_sub_distrib,
    ← Finset.sum_sub_distrib]
  refine Finset.sum_congr rfl fun k _ => ?_
  have hw := (h.pos k).ne'
  -- complete the square in each mode
  rw [h.mode_force, h.equilibrium_mode]
  unfold huangRhys
  field_simp
  ring
```

If $q\ne q^*$, at least one mode coordinate differs, so the sum of squares is positive. At $q^*$ it vanishes. Therefore $V(q^*)<V(q)$. The proof sets $\hbar=1$ in the preceding identity, since neither energy depends on $\hbar$.

```lean
/-- Every displacement other than `H⁻¹ F` has strictly higher energy than `H⁻¹ F`. -/
theorem NormalModes.equilibrium_lt (h : NormalModes H u ω) (F : n → ℝ) {q : n → ℝ}
    (hq : q ≠ H⁻¹ *ᵥ F) : excitedSurface H F (H⁻¹ *ᵥ F) < excitedSurface H F q := by
  obtain ⟨k, hk⟩ : ∃ k, u k ⬝ᵥ q ≠ u k ⬝ᵥ (H⁻¹ *ᵥ F) := by
    by_contra hc
    exact hq (h.eq_of_modes fun k => by_contra fun hk => hc ⟨k, hk⟩)
  have hpos : 0 < ∑ k, ω k ^ 2 / 2 * (u k ⬝ᵥ q - u k ⬝ᵥ (H⁻¹ *ᵥ F)) ^ 2 := by
    refine Finset.sum_pos' (fun j _ => by positivity) ⟨k, Finset.mem_univ k, ?_⟩
    have hw := h.pos k
    exact mul_pos (by positivity)
      (lt_of_le_of_ne (sq_nonneg _) (pow_ne_zero 2 (sub_ne_zero.mpr hk)).symm)
  have hz : ∑ k, ω k ^ 2 / 2 * (u k ⬝ᵥ (H⁻¹ *ᵥ F) - u k ⬝ᵥ (H⁻¹ *ᵥ F)) ^ 2 = 0 := by simp
  have e1 := h.surface_eq one_pos F q
  have e2 := h.surface_eq one_pos F (H⁻¹ *ᵥ F)
  linarith
```

The infimum is thus attained at $q^*$, where $V(q^*)=-\sum_k\hbar\omega_kS_k$. Since $V(0)=0$,
$$E_{\rm rel}=\sum_k\hbar\omega_kS_k .$$
The scalar product in mode coordinates gives the second equality:
$$\tfrac12F\cdot H^{-1}F=\tfrac12\sum_k f_k\frac{f_k}{\omega_k^2}=\sum_k\hbar\omega_kS_k .$$
The theorem states both equalities as a conjunction. For a defect supercell treated with this linear-coupling harmonic model, they allow a mode-resolved calculation to be compared with a single linear solve $Hq^*=F$.

```lean
/-- The relaxation energy is the sum over modes of `hbar ω k` times the Huang–Rhys factor, and
it equals half the quadratic form of the inverse force-constant matrix in the force. -/
theorem relaxationEnergy_eq (h : NormalModes H u ω) (hb : 0 < hbar) (F : n → ℝ) :
    relaxationEnergy H F = ∑ k, hbar * ω k * huangRhys hbar ω u F k ∧
      ∑ k, hbar * ω k * huangRhys hbar ω u F k = 1 / 2 * (F ⬝ᵥ (H⁻¹ *ᵥ F)) := by
  constructor
  · -- the infimum is attained at the relaxed geometry
    have hmin : IsLeast (Set.range (excitedSurface H F))
        (excitedSurface H F (H⁻¹ *ᵥ F)) := by
      refine ⟨⟨_, rfl⟩, ?_⟩
      rintro _ ⟨q, rfl⟩
      by_cases hq : q = H⁻¹ *ᵥ F
      · exact le_of_eq (by rw [hq])
      · exact (h.equilibrium_lt F hq).le
    have hinf : (⨅ q, excitedSurface H F q) = excitedSurface H F (H⁻¹ *ᵥ F) :=
      hmin.csInf_eq
    have h0 : excitedSurface H F 0 = 0 := by simp [excitedSurface]
    have hz : ∑ k, ω k ^ 2 / 2 * (u k ⬝ᵥ (H⁻¹ *ᵥ F) - u k ⬝ᵥ (H⁻¹ *ᵥ F)) ^ 2 = 0 := by
      simp
    have e := h.surface_eq hb F (H⁻¹ *ᵥ F)
    unfold relaxationEnergy
    rw [hinf, h0]
    linarith
  · rw [h.parseval F (H⁻¹ *ᵥ F), Finset.mul_sum]
    refine Finset.sum_congr rfl fun k _ => ?_
    have hw := (h.pos k).ne'
    rw [h.equilibrium_mode]
    unfold huangRhys
    field_simp
```

Substituting $f_k=\omega_k^2\,u_k\cdot q^*$ expresses the same factor through the relaxed geometry:
$$S_k=\frac{\omega_k}{2\hbar}(u_k\cdot q^*)^2 .$$
Forces at the old geometry and displacements to the new one therefore give the same $S_k$ within this model.

```lean
/-- The Huang–Rhys factor of mode `k` is `ω k / (2 hbar)` times the squared displacement of the
relaxed geometry `H⁻¹ F` along that mode. -/
theorem huangRhys_eq_displacement (h : NormalModes H u ω) (hb : 0 < hbar) (F : n → ℝ) (k : n) :
    huangRhys hbar ω u F k = ω k / (2 * hbar) * (u k ⬝ᵥ (H⁻¹ *ᵥ F)) ^ 2 := by
  have hw := (h.pos k).ne'
  rw [h.equilibrium_mode]
  unfold huangRhys
  field_simp
```

Suppose $a\le\omega_k\le b$ for all $k$. Since $S_k\ge0$, multiplying by $\hbar S_k$ and summing gives
$$\hbar a\sum_kS_k\le E_{\rm rel}\le\hbar b\sum_kS_k .$$

```lean
/-- If all mode frequencies lie between `a` and `b`, the relaxation energy lies between
`hbar a` and `hbar b` times the total Huang–Rhys factor. -/
theorem relaxationEnergy_bounds (h : NormalModes H u ω) (hb : 0 < hbar) (F : n → ℝ) {a b : ℝ}
    (ha : ∀ k, a ≤ ω k) (hB : ∀ k, ω k ≤ b) :
    hbar * a * ∑ k, huangRhys hbar ω u F k ≤ relaxationEnergy H F ∧
      relaxationEnergy H F ≤ hbar * b * ∑ k, huangRhys hbar ω u F k := by
  have hS : ∀ k, 0 ≤ huangRhys hbar ω u F k := fun k => by
    have hw := h.pos k
    unfold huangRhys
    positivity
  rw [(relaxationEnergy_eq h hb F).1, Finset.mul_sum, Finset.mul_sum]
  exact ⟨Finset.sum_le_sum fun k _ =>
      mul_le_mul_of_nonneg_right (mul_le_mul_of_nonneg_left (ha k) hb.le) (hS k),
    Finset.sum_le_sum fun k _ =>
      mul_le_mul_of_nonneg_right (mul_le_mul_of_nonneg_left (hB k) hb.le) (hS k)⟩
```

A coupled two-coordinate example satisfies all the conditions on the modes:
$$H=\frac1{25}\begin{pmatrix}73&-36\\-36&52\end{pmatrix},\qquad
u_1=\tfrac15(3,4),\quad u_2=\tfrac15(-4,3),$$
with $\omega_1=1$ and $\omega_2=2$. Direct multiplication gives $Hu_1=u_1$ and $Hu_2=4u_2$; Lean checks the entries one by one.

```lean
/-- A lattice of two coupled coordinates with mode frequencies 1 and 2. -/
theorem normalModes_witness :
    NormalModes !![73 / 25, -36 / 25; -36 / 25, 52 / 25]
      ![![3 / 5, 4 / 5], ![-4 / 5, 3 / 5]] ![1, 2] where
  symm := by
    ext i j
    fin_cases i <;> fin_cases j <;> rfl
  orthonormal := by
    intro i j
    fin_cases i <;> fin_cases j <;> norm_num [dotProduct, Fin.sum_univ_succ]
  eigen := by
    intro k
    ext i
    fin_cases k <;> fin_cases i <;>
      norm_num [Matrix.mulVec, dotProduct, Fin.sum_univ_succ]
  pos := by
    intro k
    fin_cases k <;> norm_num

end

end HuangRhysRelaxation
```

```lean
#print axioms HuangRhysRelaxation.huangRhys_eq_displacement
#print axioms HuangRhysRelaxation.relaxationEnergy_bounds
```

```
'HuangRhysRelaxation.huangRhys_eq_displacement' depends on axioms: [propext, Classical.choice, Quot.sound]
'HuangRhysRelaxation.relaxationEnergy_bounds' depends on axioms: [propext, Classical.choice, Quot.sound]
```
